# The adiabatic connection on a finite lattice along interaction paths with bounded derivative

Let the interaction $W(s)$ between particles on a finite lattice change differentiably with a coupling $s\in[0,1]$, with bounded derivative $W'(s)$, while the site density $\rho$ stays fixed. With the hopping unchanged, the lowest sum of hopping and interaction energy among normalised states of density $\rho$ then changes by

$$F_1[\rho]-F_0[\rho]=\int_0^1\langle\varphi_s|W'(s)|\varphi_s\rangle\,ds ,$$

where $\varphi_s$ is any minimising state at coupling $s$. The path need not be linear, and $\varphi_s$ may jump as $s$ varies.

## Switching on the interaction at fixed density

Density functional theory compares interacting electrons with a non-interacting system of the same density. With $T$ the hopping (kinetic) operator, the constrained search defines

$$F_s[\rho]=\min_{\psi\to\rho}\langle\psi|T+W(s)|\psi\rangle ,$$

where $\psi\to\rho$ means that $\psi$ is normalised and has density $\rho$. If $W(0)=0$ and $W(1)$ is the full repulsion, $F_1-F_0$ is the Hartree-exchange-correlation energy of this finite lattice model, defined with pure states.

The familiar path is $W(s)=sW(1)$. Nonlinear paths arise when the shape of the interaction changes too, as in range separation. At a level crossing the minimiser can switch abruptly, so the formula should not rely on a smooth choice of states.

## The statement for a general family of energies

Let $X$ be a set of states and $g(s,y)$ the energy of state $y\in X$ at coupling $s$. Suppose that for every $s\in[a,b]$, with $a\le b$,

- each $g(\cdot,y)$ has a derivative $g'(s,y)$ at $s$;
- $|g'(s,y)|\le M$ for all $y$, with one constant $M$;
- $x_s$ minimises $g(s,\cdot)$ over $X$.

Then $s\mapsto g'(s,x_s)$ is integrable on $[a,b]$, with integral $g(b,x_b)-g(a,x_a)$.

This is `adiabatic_connection`. In Lean, `g'` is a separate function, which hypothesis `hg` identifies as the derivative in the coupling with the state held fixed. The derivative is two-sided, also at $a$ and $b$. The constant $M$ limits how strongly any state's energy can respond to the coupling. Nothing is assumed about the continuity or measurability of `x`.

In the lattice version, `ι` is a finite set of configurations, `Λ` the set of sites, and `occ c r` the number of particles that configuration `c` puts on site `r`. A state is a list of complex amplitudes, and `states occ ρ` contains the normalised ones with density `ρ`. Particle statistics enter through the choice of configurations and matrix elements. The function `expect` takes the real part of $\sum_{ij}\psi_i^*A_{ij}\psi_j$, which is the usual expectation value when $A$ is Hermitian and $\psi$ is normalised; Hermiticity is not required. The coupling `s` is often written $\lambda$ in textbooks.

`lattice_adiabatic_connection` takes the minimisers `φ s` as given. `exists_constrained_minimiser` supplies them whenever at least one normalised state has density `ρ`. The density need not come from the ground state in some local potential. Passing to electrons in continuous space would need separate arguments for the uniform bound and for the existence of minimisers.

## Derivation by comparing minimisers

Write $E(s)=g(s,x_s)$.

**The minimal energy is Lipschitz.** For fixed $y$, the mean value theorem gives $|g(t,y)-g(s,y)|\le M|t-s|$. Using $x_s$ as a trial state at $t$,

$$E(t)\le g(t,x_s)\le E(s)+M|t-s| .$$

Exchanging $s$ and $t$ gives $|E(t)-E(s)|\le M|t-s|$.

**Its slope is the slope of a frozen minimiser.** Let $E$ be differentiable at an interior point $s$, and let $y$ be any minimiser there. The function $h(t)=g(t,y)-E(t)$ is non-negative near $s$ and vanishes at $s$. It has a local minimum, so $h'(s)=0$ and $E'(s)=g'(s,y)$. This is a Hellmann–Feynman relation for minimal energies; no eigenvector is differentiated.

**Integration.** A Lipschitz function is absolutely continuous. Hence $E'$ exists almost everywhere, is integrable, and satisfies $\int_a^bE'(s)\,ds=E(b)-E(a)$. Since $g'(s,x_s)=E'(s)$ almost everywhere, the same holds for $g'(s,x_s)$.

**Kinks.** If two minimisers at an interior point $s$ have different slopes $d\ne e$, differentiability of $E$ would force $E'(s)=d$ and $E'(s)=e$. So $E$ has no derivative there. The levels $t$ and $-t$ show this at $t=0$, where $E(t)=-|t|$.

**The lattice case.** Only $W$ depends on $s$, so

$$\frac{d}{ds}\,\mathrm{Re}\sum_{ij}\psi_i^*\,(T+W(s))_{ij}\,\psi_j=\mathrm{Re}\sum_{ij}\psi_i^*\,W'_{ij}(s)\,\psi_j .$$

Normalisation gives $|\psi_i|\le1$. If $|W'_{ij}(s)|\le K$ and there are $n$ configurations, the slope is at most $M=n^2K$ in size. For existence, the normalisation and density conditions define a closed, bounded subset of $\mathbb C^n$. It is compact, and the continuous energy attains its minimum on it if it is non-empty.

## A Hubbard dimer with quadratic coupling

Take two electrons of opposite spin on two sites, with hopping amplitude $\tau>0$, repulsion $s^2U$ on a doubly occupied site ($U>0$), and one electron per site as the prescribed density. By symmetry the ground state has this density, so it is the constrained minimiser. With $u=s^2U$,

$$E(s)=\tfrac12\left(u-\sqrt{u^2+16\tau^2}\right),\qquad D(s)=\tfrac12\left(1-\frac{u}{\sqrt{u^2+16\tau^2}}\right),$$

where $D(s)$ is the expected number of doubly occupied sites. The integrand is $\langle W'(s)\rangle=2sU\,D(s)$, including the factor $2s$ from the path.

A calculation finds the minimiser at a few couplings, evaluates $2sU\,D(s)$ in each, and adds the values with quadrature weights. For $U=4\tau$, Simpson's rule with $s=0,\tfrac12,1$ gives about $1.205\,\tau$; the energy difference is $(4-2\sqrt2)\,\tau\approx1.172\,\tau$. The gap is the quadrature error of three points.

## The Lean source

```lean
import Mathlib

open MeasureTheory Set Topology

namespace NonlinearInteractionPath

noncomputable section

variable {X : Type*}

/-- The state `x` minimises the energy `g s` at coupling parameter `s`. -/
def IsMinimiser (g : ℝ → X → ℝ) (s : ℝ) (x : X) : Prop := ∀ y, g s x ≤ g s y

/-- Hellmann-Feynman relation: where the minimal energy is differentiable in the coupling,
its slope is the slope `d` of the energy of any minimiser `y` held fixed. -/
theorem deriv_minimal_energy {g : ℝ → X → ℝ} {x : ℝ → X} {s d : ℝ} {y : X}
    (hx : ∀ᶠ t in 𝓝 s, IsMinimiser g t (x t)) (hy : IsMinimiser g s y)
    (hg : HasDerivAt (fun t => g t y) d s)
    (hE : DifferentiableAt ℝ (fun t => g t (x t)) s) :
    deriv (fun t => g t (x t)) s = d := by
  have h0 : g s y = g s (x s) := le_antisymm (hy _) (hx.self_of_nhds y)
  -- the frozen state lies above the minimal energy and touches it at `s`
  have hmin : IsLocalMin (fun t => g t y - g t (x t)) s := by
    show ∀ᶠ t in 𝓝 s, g s y - g s (x s) ≤ g t y - g t (x t)
    filter_upwards [hx] with t ht
    have := ht y
    linarith
  have := hmin.hasDerivAt_eq_zero (hg.fun_sub hE.hasDerivAt)
  linarith

/-- If two degenerate minimisers at coupling `s` have energies of different slope, the minimal
energy is not differentiable at `s`. -/
theorem kink_of_degenerate_minimisers {g : ℝ → X → ℝ} {x : ℝ → X} {s d e : ℝ} {y z : X}
    (hx : ∀ᶠ t in 𝓝 s, IsMinimiser g t (x t))
    (hy : IsMinimiser g s y) (hz : IsMinimiser g s z)
    (hgy : HasDerivAt (fun t => g t y) d s) (hgz : HasDerivAt (fun t => g t z) e s)
    (hde : d ≠ e) : ¬ DifferentiableAt ℝ (fun t => g t (x t)) s := fun hE =>
  hde ((deriv_minimal_energy hx hy hgy hE).symm.trans (deriv_minimal_energy hx hz hgz hE))

/-- Two levels with energies `t` and `-t`, which cross at `t = 0`. -/
def crossing (t : ℝ) (σ : Bool) : ℝ := if σ then t else -t

/-- For the two crossing levels, choosing the first level for `t ≤ 0` and the second for `t > 0`
always gives a minimiser, and the minimal energy is not differentiable at `t = 0`. -/
theorem kink_witness : (∀ t, IsMinimiser crossing t (decide (t ≤ 0))) ∧
    ¬ DifferentiableAt ℝ (fun t => crossing t (decide (t ≤ 0))) 0 := by
  have hmin : ∀ t, IsMinimiser crossing t (decide (t ≤ 0)) := by
    intro t y
    by_cases h : t ≤ 0 <;> cases y <;> simp [crossing, h]
    linarith
  refine ⟨hmin, kink_of_degenerate_minimisers (y := true) (z := false) (d := 1) (e := -1)
    (Filter.Eventually.of_forall hmin) ?_ ?_ ?_ ?_ (by norm_num)⟩
  · intro y
    cases y <;> simp [crossing]
  · intro y
    cases y <;> simp [crossing]
  · simpa [crossing] using hasDerivAt_id' (0 : ℝ)
  · simpa [crossing] using (hasDerivAt_id' (0 : ℝ)).fun_neg

/-- If the energy of every fixed state is differentiable on `[a, b]` with slope at most `M` in
size, the minimal energy changes by at most `M` times the change of the coupling. -/
theorem minimal_energy_lipschitz {g g' : ℝ → X → ℝ} {x : ℝ → X} {a b M : ℝ}
    (hg : ∀ s ∈ Icc a b, ∀ y, HasDerivAt (fun t => g t y) (g' s y) s)
    (hM : ∀ s ∈ Icc a b, ∀ y, |g' s y| ≤ M)
    (hx : ∀ s ∈ Icc a b, IsMinimiser g s (x s))
    {s t : ℝ} (hs : s ∈ Icc a b) (ht : t ∈ Icc a b) :
    |g t (x t) - g s (x s)| ≤ M * |t - s| := by
  have key : ∀ y, |g t y - g s y| ≤ M * |t - s| := fun y =>
    (convex_Icc a b).norm_image_sub_le_of_norm_hasDerivWithin_le
      (f := fun r => g r y) (f' := fun r => g' r y)
      (fun r hr => (hg r hr y).hasDerivWithinAt) (fun r hr => hM r hr y) hs ht
  -- use each minimiser as a trial state at the other coupling
  have h1 := abs_le.1 (key (x s))
  have h2 := abs_le.1 (key (x t))
  have h3 := hx t ht (x s)
  have h4 := hx s hs (x t)
  exact abs_le.2 ⟨by linarith [h2.1], by linarith [h1.2]⟩

/-- Adiabatic connection along a nonlinear path: if the energies of all fixed states are
differentiable on `[a, b]` with uniformly bounded slopes, the slope taken in a minimiser at each
coupling is integrable, and its integral is the difference of the minimal energies. -/
theorem adiabatic_connection {g g' : ℝ → X → ℝ} {x : ℝ → X} {a b M : ℝ} (hab : a ≤ b)
    (hg : ∀ s ∈ Icc a b, ∀ y, HasDerivAt (fun t => g t y) (g' s y) s)
    (hM : ∀ s ∈ Icc a b, ∀ y, |g' s y| ≤ M)
    (hx : ∀ s ∈ Icc a b, IsMinimiser g s (x s)) :
    IntervalIntegrable (fun s => g' s (x s)) volume a b ∧
      ∫ s in a..b, g' s (x s) = g b (x b) - g a (x a) := by
  have hM0 : 0 ≤ M := (abs_nonneg _).trans (hM a (left_mem_Icc.2 hab) (x a))
  have hL : LipschitzOnWith M.toNNReal (fun s => g s (x s)) (uIcc a b) := by
    rw [uIcc_of_le hab]
    refine LipschitzOnWith.of_dist_le_mul fun t ht s hs => ?_
    rw [Real.dist_eq, Real.dist_eq, Real.coe_toNNReal _ hM0]
    exact minimal_energy_lipschitz hg hM hx hs ht
  have hAC := hL.absolutelyContinuousOnInterval
  have hb : ∀ᵐ s ∂(volume : Measure ℝ), s ≠ b := by simp [ae_iff]
  -- the Hellmann-Feynman relation holds at almost every coupling
  have hae : ∀ᵐ s ∂(volume : Measure ℝ), s ∈ uIoc a b →
      deriv (fun t => g t (x t)) s = g' s (x s) := by
    filter_upwards [hAC.ae_differentiableAt, hb] with s hd hsb hs
    rw [uIoc_of_le hab] at hs
    have hI : s ∈ Icc a b := ⟨hs.1.le, hs.2⟩
    have hnear : ∀ᶠ t in 𝓝 s, IsMinimiser g t (x t) := by
      filter_upwards [Icc_mem_nhds hs.1 (lt_of_le_of_ne hs.2 hsb)] with t ht
      exact hx t ht
    exact deriv_minimal_energy hnear (hx s hI) (hg s hI _)
      (hd (by rw [uIcc_of_le hab]; exact hI))
  constructor
  · rw [intervalIntegrable_iff]
    exact Integrable.congr (intervalIntegrable_iff.1 hAC.intervalIntegrable_deriv)
      ((ae_restrict_iff' measurableSet_uIoc).2 hae)
  · rw [← intervalIntegral.integral_congr_ae hae]
    exact hAC.integral_deriv_eq_sub

variable {ι Λ : Type*} [Fintype ι]

/-- Real part of the sum of `star (ψ i) * A i j * ψ j` over all `i` and `j`. For normalised
amplitudes `ψ` this is the real part of the expectation value of the matrix `A`. -/
def expect (A : Matrix ι ι ℂ) (ψ : ι → ℂ) : ℝ :=
  (∑ i, ∑ j, star (ψ i) * A i j * ψ j).re

/-- For normalised amplitudes `ψ`, the mean occupation of site `r`, where configuration `c` puts
`occ c r` particles there. -/
def density (occ : ι → Λ → ℕ) (ψ : ι → ℂ) (r : Λ) : ℝ := ∑ c, (occ c r : ℝ) * ‖ψ c‖ ^ 2

/-- The normalised lattice states with site density `ρ`. -/
def states (occ : ι → Λ → ℕ) (ρ : Λ → ℝ) : Set (ι → ℂ) :=
  {ψ | ∑ c, ‖ψ c‖ ^ 2 = 1 ∧ ∀ r, density occ ψ r = ρ r}

/-- Each amplitude of a normalised lattice state has modulus at most one. -/
theorem amplitude_le_one {occ : ι → Λ → ℕ} {ρ : Λ → ℝ} {ψ : ι → ℂ}
    (h : ψ ∈ states occ ρ) (i : ι) : ‖ψ i‖ ≤ 1 := by
  have h1 : ‖ψ i‖ ^ 2 ≤ ∑ c, ‖ψ c‖ ^ 2 :=
    Finset.single_le_sum (f := fun c => ‖ψ c‖ ^ 2) (fun c _ => sq_nonneg _) (Finset.mem_univ i)
  rw [h.1] at h1
  nlinarith [norm_nonneg (ψ i)]

/-- If some normalised lattice state has density `ρ`, the constrained search over all such states
attains its minimum, at every coupling `s`. -/
theorem exists_constrained_minimiser (occ : ι → Λ → ℕ) (ρ : Λ → ℝ)
    (hne : (states occ ρ).Nonempty) (T : Matrix ι ι ℂ) (W : ℝ → Matrix ι ι ℂ) (s : ℝ) :
    ∃ φ : states occ ρ, IsMinimiser (fun t (ψ : states occ ρ) => expect (T + W t) ψ) s φ := by
  have h1 : IsClosed {ψ : ι → ℂ | ∑ c, ‖ψ c‖ ^ 2 = 1} :=
    isClosed_eq (by fun_prop) continuous_const
  have h2 : IsClosed {ψ : ι → ℂ | ∀ r, density occ ψ r = ρ r} := by
    simp only [Set.ofPred_forall]
    exact isClosed_iInter fun r => isClosed_eq (by unfold density; fun_prop) continuous_const
  have hbd : Bornology.IsBounded (states occ ρ) :=
    (Metric.isBounded_closedBall (x := (0 : ι → ℂ)) (r := 1)).subset fun ψ hψ =>
      mem_closedBall_zero_iff.2 ((pi_norm_le_iff_of_nonneg zero_le_one).2 (amplitude_le_one hψ))
  have hc : IsCompact (states occ ρ) := Metric.isCompact_of_isClosed_isBounded (h1.inter h2) hbd
  have hcont : Continuous (expect (T + W s)) :=
    Complex.continuous_re.comp (by fun_prop)
  obtain ⟨φ, hφ, hmin⟩ := hc.exists_isMinOn hne hcont.continuousOn
  exact ⟨⟨φ, hφ⟩, fun y => hmin y.2⟩

/-- Lattice adiabatic connection at fixed density: for an interaction path `W` with bounded
derivative `W'` on `[0, 1]`, the constrained-search energies of `T + W 1` and `T + W 0` differ by
the integral of the expectation value of `W'` in the minimising states. -/
theorem lattice_adiabatic_connection {occ : ι → Λ → ℕ} {ρ : Λ → ℝ} (T : Matrix ι ι ℂ)
    {W W' : ℝ → Matrix ι ι ℂ} {K : ℝ} {φ : ℝ → states occ ρ}
    (hW : ∀ s ∈ Icc (0 : ℝ) 1, ∀ i j, HasDerivAt (fun t => W t i j) (W' s i j) s)
    (hK : ∀ s ∈ Icc (0 : ℝ) 1, ∀ i j, ‖W' s i j‖ ≤ K)
    (hφ : ∀ s ∈ Icc (0 : ℝ) 1,
      IsMinimiser (fun t (ψ : states occ ρ) => expect (T + W t) ψ) s (φ s)) :
    IntervalIntegrable (fun s => expect (W' s) (φ s)) volume 0 1 ∧
      ∫ s in (0 : ℝ)..1, expect (W' s) (φ s) =
        expect (T + W 1) (φ 1) - expect (T + W 0) (φ 0) := by
  refine adiabatic_connection (g := fun t (ψ : states occ ρ) => expect (T + W t) ψ)
    (g' := fun t (ψ : states occ ρ) => expect (W' t) ψ)
    (M := ∑ _i : ι, ∑ _j : ι, K) zero_le_one ?_ ?_ hφ
  · -- only the interaction depends on the coupling
    intro s hs ψ
    have h : HasDerivAt (fun t => ∑ i, ∑ j, star (ψ.1 i) * (T + W t) i j * ψ.1 j)
        (∑ i, ∑ j, star (ψ.1 i) * W' s i j * ψ.1 j) s :=
      HasDerivAt.fun_sum fun i _ => HasDerivAt.fun_sum fun j _ =>
        (((hW s hs i j).const_add (T i j)).const_mul _).mul_const _
    exact Complex.reCLM.hasFDerivAt.comp_hasDerivAt s h
  · -- normalisation bounds the slope uniformly over the states
    intro s hs ψ
    refine (Complex.abs_re_le_norm _).trans ((norm_sum_le _ _).trans
      (Finset.sum_le_sum fun i _ => (norm_sum_le _ _).trans (Finset.sum_le_sum fun j _ => ?_)))
    have hi := amplitude_le_one ψ.2 i
    have hj := amplitude_le_one ψ.2 j
    have hA := hK s hs i j
    have hK0 : 0 ≤ K := (norm_nonneg _).trans hA
    rw [norm_mul, norm_mul, norm_star]
    calc ‖ψ.1 i‖ * ‖W' s i j‖ * ‖ψ.1 j‖ ≤ 1 * K * 1 := by gcongr
      _ = K := by ring

end

end NonlinearInteractionPath
```

```lean
#print axioms NonlinearInteractionPath.exists_constrained_minimiser
#print axioms NonlinearInteractionPath.lattice_adiabatic_connection
```

```
'NonlinearInteractionPath.exists_constrained_minimiser' depends on axioms: [propext, Classical.choice, Quot.sound]
'NonlinearInteractionPath.lattice_adiabatic_connection' depends on axioms: [propext, Classical.choice, Quot.sound]
```

## From trial states to the integral in Lean

`deriv_minimal_energy` proves the slope relation. Its `hmin` states that the frozen energy minus the minimal energy has a local minimum, and `hasDerivAt_eq_zero` sets the derivative of that difference to zero. `kink_of_degenerate_minimisers` applies the lemma to both minimisers and contradicts `d ≠ e`. `kink_witness` checks the two crossing levels.

In `minimal_energy_lipschitz`, `key` is the mean value bound for a fixed state. The facts `h3` and `h4` are the two trial-state inequalities, and `linarith` combines them with the bound.

`adiabatic_connection` assembles these results. The slope relation needs minimisers on a whole neighbourhood of $s$, so the almost-everywhere statement `hae` leaves out the endpoint $b$; the half-open interval already omits $a$.

For the lattice, `amplitude_le_one` bounds one squared amplitude by the normalised sum. `exists_constrained_minimiser` combines closedness (`h1`, `h2`) and boundedness (`hbd`) into compactness. `lattice_adiabatic_connection` then has two conditions to check: the derivative of the finite double sum, and its bound by the sum of `K` over all pairs of configurations.

## Absolute continuity in Mathlib

The passage from slopes to an integral rests on `hL.absolutelyContinuousOnInterval`, which turns the Lipschitz bound into absolute continuity. The resulting `hAC` is used three times:

- `hAC.ae_differentiableAt` gives a derivative of $E$ at almost every coupling;
- `hAC.intervalIntegrable_deriv` makes that derivative integrable;
- `hAC.integral_deriv_eq_sub` gives its integral as the difference of end values.

A fundamental theorem that requires a derivative at every point would fail at kinks. Lean's `deriv` is zero where no derivative exists, so at a kink it may differ from the slope in the chosen minimiser, but such points have measure zero.

This also settles measurability. `Integrable.congr` carries integrability from `deriv` to `g' s (x s)` through almost-everywhere equality, so an irregular choice among degenerate minimisers does no harm.
